# Kernel energy predictions with an unknown offset: as the offset's prior variance grows, the weights converge and their sum tends to one

Total energies have an arbitrary zero, and a predicted energy should move with it. Take one training structure with energy $E$ and predict the energy of a second structure. A kernel model with a zero-mean prior uses two numbers: the prior variance $C>0$ of the training energy, noise included, and the prior covariance $k$ between the two energies. It predicts $(k/C)\,E$. If the zero is moved so that $E$ becomes $E+c$, the prediction moves by $(k/C)\,c$, which is wrong unless $k=C$ or $c=0$.

Now let both energies contain the same unknown constant, independent of the rest, with prior mean zero and variance $b$. Both $C$ and $k$ grow by $b$, and the weight on $E$ becomes
$$\frac{k+b}{C+b}=1-\frac{C-k}{C+b}\;\longrightarrow\;1\qquad(b\to\infty).$$
In the limit the shift $c$ is passed on in full. With more training structures there is one weight for each. If the covariance matrix of the training energies without the offset is positive definite, the weights still converge as $b\to\infty$, and their sum tends to one.

## The model with an offset

```lean
import Mathlib

open Matrix Filter Topology

namespace UnknownEnergyOffset

noncomputable section

variable {n : Type*} [Fintype n] [DecidableEq n]
```

The letter `n` is not a number here. It is the finite set of labels of the training structures, so `n → ℝ` is a vector with one real entry per structure, and `Matrix n n ℝ` is a real square matrix over the same labels.

```lean
/-- The kernel matrix `C + b 11ᵀ` of a model whose energies contain an unknown common offset
of prior variance `b`. -/
def offsetKernel (C : Matrix n n ℝ) (b : ℝ) : Matrix n n ℝ :=
  C + b • vecMulVec (1 : n → ℝ) (1 : n → ℝ)
```

Write each energy as a common offset plus a structure-dependent part, independent of each other. If the structure-dependent parts have covariance matrix $C$, the energies have covariance $C_{ij}+b$. In matrix form this is $C+b\,\mathbf 1\mathbf 1^T$, where $\mathbf 1$ is the vector of ones; `vecMulVec` builds the outer product. Any noise variance is already on the diagonal of $C$.

```lean
/-- The prediction weights `(C + b 11ᵀ)⁻¹ (k + b 1)` at a query point with kernel vector `k`,
for an invertible matrix `C + b 11ᵀ`. -/
def offsetWeights (C : Matrix n n ℝ) (k : n → ℝ) (b : ℝ) : n → ℝ :=
  (offsetKernel C b)⁻¹ *ᵥ (k + b • (1 : n → ℝ))
```

The query structure shares the offset, so its vector of covariances with the training energies is $k+b\mathbf 1$. The weights are
$$w(b)=(C+b\,\mathbf 1\mathbf 1^T)^{-1}(k+b\mathbf 1).$$
In Lean `*ᵥ` is matrix times vector, `•` is number times vector or matrix, and `⬝ᵥ` is the dot product. With training energies $E$, now a vector, the prediction is $w(b)\cdot E$.

```lean
/-- The number `1ᵀ C⁻¹ v`, the sum of the entries of `C⁻¹ v`, for invertible `C`. -/
def bareSum (C : Matrix n n ℝ) (v : n → ℝ) : ℝ := ∑ i, (C⁻¹ *ᵥ v) i
```

Two values of this sum recur, and I abbreviate them as
$$S=\mathbf 1^TC^{-1}\mathbf 1,\qquad T=\mathbf 1^TC^{-1}k .$$
They are `bareSum C 1` and `bareSum C k`. $T$ is the sum of the weights without an offset.

```lean
/-- The weights `C⁻¹ k + ((1 - 1ᵀC⁻¹k) / 1ᵀC⁻¹1) C⁻¹ 1`, for invertible `C` with
`1ᵀC⁻¹1 ≠ 0`. -/
def limitWeights (C : Matrix n n ℝ) (k : n → ℝ) : n → ℝ :=
  C⁻¹ *ᵥ k + ((1 - bareSum C k) / bareSum C 1) • (C⁻¹ *ᵥ (1 : n → ℝ))
```

This is the candidate for the limit,
$$w_\infty=C^{-1}k+\frac{1-T}{S}\,C^{-1}\mathbf 1 .$$

## Linear algebra of a constant shift

```lean
omit [DecidableEq n] in
/-- Pairing weights with a constant energy `c` gives `c` times the sum of the weights. -/
theorem dot_const (v : n → ℝ) (c : ℝ) : v ⬝ᵥ (c • (1 : n → ℝ)) = c * ∑ i, v i := by
  simp only [dotProduct, Pi.smul_apply, Pi.one_apply, smul_eq_mul, mul_one,
    Finset.mul_sum, mul_comm]
```

For any weights, $v\cdot(c\mathbf 1)=c\sum_i v_i$. A constant shift of the training energies therefore reaches the prediction multiplied by the sum of the weights.

```lean
omit [DecidableEq n] in
/-- The offset adds to `C v` a constant vector proportional to the sum of the entries of `v`. -/
theorem offsetKernel_mulVec (C : Matrix n n ℝ) (b : ℝ) (v : n → ℝ) :
    offsetKernel C b *ᵥ v = C *ᵥ v + (b * ∑ i, v i) • (1 : n → ℝ) := by
  ext i
  simp only [offsetKernel, mulVec, dotProduct, Matrix.add_apply, Matrix.smul_apply,
    vecMulVec_apply, Pi.add_apply, Pi.smul_apply, Pi.one_apply, smul_eq_mul, mul_one,
    add_mul, Finset.sum_add_distrib, Finset.mul_sum]
```

Since $\mathbf 1\mathbf 1^Tv=(\sum_i v_i)\mathbf 1$, we have $(C+b\,\mathbf 1\mathbf 1^T)v=Cv+b\,(\sum_i v_i)\,\mathbf 1$.

```lean
omit [DecidableEq n] in
/-- For positive definite `C` and offset variance `b ≥ 0`, the kernel matrix with offset is
positive definite. -/
theorem offsetKernel_posDef {C : Matrix n n ℝ} (hC : C.PosDef) {b : ℝ} (hb : 0 ≤ b) :
    (offsetKernel C b).PosDef := by
  rw [Matrix.posDef_iff_dotProduct_mulVec]
  refine ⟨Matrix.IsHermitian.ext fun i j => ?_, fun x hx => ?_⟩
  · have h := hC.isHermitian.apply i j
    simpa [offsetKernel, vecMulVec_apply] using h
  · have h := hC.dotProduct_mulVec_pos hx
    rw [star_trivial] at h ⊢
    rw [offsetKernel_mulVec, dotProduct_add, dot_const]
    -- the offset contributes `b (∑ x)²`
    have h2 := mul_nonneg hb (mul_self_nonneg (∑ i, x i))
    linarith
```

`C.PosDef` says that $C$ is symmetric and that $x^TCx>0$ for every $x\neq0$. For $b\ge0$ the offset keeps both properties, because
$$x^T(C+b\,\mathbf 1\mathbf 1^T)x=x^TCx+b\Big(\sum_i x_i\Big)^2>0 .$$
Lean assigns a value to `⁻¹` even for a singular matrix; positive definiteness ensures that here it is the true inverse.

```lean
/-- For positive definite `C`, the vector `C⁻¹ v` solves the linear system with right-hand
side `v`. -/
theorem mulVec_inv_mulVec {C : Matrix n n ℝ} (hC : C.PosDef) (v : n → ℝ) :
    C *ᵥ (C⁻¹ *ᵥ v) = v := by
  rw [mulVec_mulVec, mul_nonsing_inv _ (isUnit_iff_ne_zero.mpr hC.det_pos.ne'), one_mulVec]
```

A positive definite matrix has positive determinant, so $C(C^{-1}v)=v$.

```lean
/-- For positive definite `C` on a nonempty training set, `1ᵀ C⁻¹ 1` is positive. -/
theorem bareSum_one_pos [Nonempty n] {C : Matrix n n ℝ} (hC : C.PosDef) :
    0 < bareSum C 1 := by
  have hu := mulVec_inv_mulVec hC (1 : n → ℝ)
  have hne : C⁻¹ *ᵥ (1 : n → ℝ) ≠ 0 := by
    intro h0
    rw [h0, mulVec_zero] at hu
    exact zero_ne_one (congrFun hu (Classical.arbitrary n))
  have h := hC.dotProduct_mulVec_pos hne
  rw [star_trivial, hu, ← one_smul ℝ (1 : n → ℝ), dot_const, one_mul, one_smul] at h
  exact h
```

Put $u=C^{-1}\mathbf 1$. Then $Cu=\mathbf 1$, which is not the zero vector because there is at least one training structure (`[Nonempty n]`). Hence $u\ne0$, and $0<u^TCu=u^T\mathbf 1=S$.

```lean
/-- Adding `g C⁻¹ 1` to the weights `C⁻¹ k` raises their sum by `g 1ᵀC⁻¹1`. -/
theorem sum_corrected (C : Matrix n n ℝ) (k : n → ℝ) (g : ℝ) :
    ∑ i, (C⁻¹ *ᵥ k + g • (C⁻¹ *ᵥ (1 : n → ℝ))) i = bareSum C k + g * bareSum C 1 := by
  simp only [bareSum, Pi.add_apply, Pi.smul_apply, smul_eq_mul, Finset.sum_add_distrib,
    Finset.mul_sum]
```

The entries of $C^{-1}k+g\,u$ sum to $T+gS$, for any number $g$.

## Weights at finite offset variance

```lean
/-- Weights at finite offset variance `b ≥ 0`, for positive definite `C` on a nonempty training
set: `C⁻¹ k` plus an explicit multiple of `C⁻¹ 1`. -/
theorem offsetWeights_eq [Nonempty n] {C : Matrix n n ℝ} (hC : C.PosDef) (k : n → ℝ)
    {b : ℝ} (hb : 0 ≤ b) :
    offsetWeights C k b = C⁻¹ *ᵥ k +
      (b * (1 - bareSum C k) / (1 + b * bareSum C 1)) • (C⁻¹ *ᵥ (1 : n → ℝ)) := by
  have hd : 1 + b * bareSum C 1 ≠ 0 := by
    have h := mul_nonneg hb (bareSum_one_pos hC).le
    linarith
  have hg := div_mul_cancel₀ (b * (1 - bareSum C k)) hd
  generalize b * (1 - bareSum C k) / (1 + b * bareSum C 1) = g at hg ⊢
  -- the proposed weights solve the linear system with offset
  have hA : offsetKernel C b *ᵥ (C⁻¹ *ᵥ k + g • (C⁻¹ *ᵥ (1 : n → ℝ)))
      = k + b • (1 : n → ℝ) := by
    rw [offsetKernel_mulVec, sum_corrected, mulVec_add, mulVec_smul,
      mulVec_inv_mulVec hC, mulVec_inv_mulVec hC]
    ext i
    simp only [Pi.add_apply, Pi.smul_apply, Pi.one_apply, smul_eq_mul]
    linear_combination hg
  have hdet := isUnit_iff_ne_zero.mpr (offsetKernel_posDef hC hb).det_pos.ne'
  rw [offsetWeights, ← hA, mulVec_mulVec, nonsing_inv_mul _ hdet, one_mulVec]
```

By hand, start from the linear system for $w=w(b)$:
$$Cw+b\Big(\sum_i w_i\Big)\mathbf 1=k+b\mathbf 1 .$$
Solving for $w$ gives $w=C^{-1}k+g\,u$ with $g=b\,(1-\sum_i w_i)$. The sum is $T+gS$, so
$$g=b(1-T-gS)\quad\Rightarrow\quad g=\frac{b(1-T)}{1+bS}.$$
The denominator is at least one, since $b\ge0$ and $S>0$.

Lean runs the argument backwards. It takes these weights as a proposal, with `hg` recording $g(1+bS)=b(1-T)$, and `hA` checks that they solve the system. Multiplying by the inverse then identifies them with `offsetWeights`.

```lean
/-- At finite `b ≥ 0`, for positive definite `C` on a nonempty training set, shifting all
training energies by `c` shifts the prediction by `c` minus an explicit error. -/
theorem finite_offset_shift [Nonempty n] {C : Matrix n n ℝ} (hC : C.PosDef) (k E : n → ℝ)
    {b : ℝ} (hb : 0 ≤ b) (c : ℝ) :
    offsetWeights C k b ⬝ᵥ (E + c • (1 : n → ℝ)) = offsetWeights C k b ⬝ᵥ E + c
      - c * ((1 - bareSum C k) / (1 + b * bareSum C 1)) := by
  have hd : 1 + b * bareSum C 1 ≠ 0 := by
    have h := mul_nonneg hb (bareSum_one_pos hC).le
    linarith
  have hsum : ∑ i, offsetWeights C k b i
      = 1 - (1 - bareSum C k) / (1 + b * bareSum C 1) := by
    rw [offsetWeights_eq hC k hb, sum_corrected]
    linear_combination (1 - bareSum C k) * mul_inv_cancel₀ hd
  rw [dotProduct_add, dot_const, hsum]
  ring
```

Insert $g$ into the sum:
$$\sum_i w_i=T+\frac{bS(1-T)}{1+bS}=1-\frac{1-T}{1+bS}.$$
This is `hsum`. Multiplied by $c$, it gives the response to a shift: the prediction changes by $c$ minus the error $c(1-T)/(1+bS)$. For one training structure, $S=1/C$ and $T=k/C$, and the error is the $c\,(C-k)/(C+b)$ of the opening example.

## The limit of an unknown offset

```lean
/-- For positive definite `C` on a nonempty training set, the weights converge as the offset
variance tends to infinity, the limiting weights sum to one, and shifting all training energies
by `c` shifts the limiting prediction by `c`. -/
theorem unknown_offset_limit [Nonempty n] {C : Matrix n n ℝ} (hC : C.PosDef) (k : n → ℝ) :
    Tendsto (offsetWeights C k) atTop (𝓝 (limitWeights C k)) ∧
    ∑ i, limitWeights C k i = 1 ∧
    ∀ (E : n → ℝ) (c : ℝ),
      limitWeights C k ⬝ᵥ (E + c • (1 : n → ℝ)) = limitWeights C k ⬝ᵥ E + c := by
  have hs := bareSum_one_pos hC
  have hsum : ∑ i, limitWeights C k i = 1 := by
    rw [limitWeights, sum_corrected, div_mul_cancel₀ _ hs.ne']
    ring
  refine ⟨?_, hsum, fun E c => by rw [dotProduct_add, dot_const, hsum, mul_one]⟩
  -- limit of the scalar coefficient, after dividing through by `b`
  have hg : Tendsto (fun b : ℝ => b * (1 - bareSum C k) / (1 + b * bareSum C 1)) atTop
      (𝓝 ((1 - bareSum C k) / bareSum C 1)) := by
    have h0 : Tendsto (fun b : ℝ => (1 - bareSum C k) / (b⁻¹ + bareSum C 1)) atTop
        (𝓝 ((1 - bareSum C k) / (0 + bareSum C 1))) :=
      tendsto_const_nhds.div (tendsto_inv_atTop_zero.add_const _)
        (by rw [zero_add]; exact hs.ne')
    rw [zero_add] at h0
    refine h0.congr' ?_
    filter_upwards [eventually_gt_atTop (0 : ℝ)] with b hb
    have h : 1 + b * bareSum C 1 = b * (b⁻¹ + bareSum C 1) := by
      rw [mul_add, mul_inv_cancel₀ hb.ne']
    rw [h, mul_div_mul_left _ _ hb.ne']
  unfold limitWeights
  refine (tendsto_const_nhds.add (hg.smul_const (C⁻¹ *ᵥ (1 : n → ℝ)))).congr' ?_
  filter_upwards [eventually_ge_atTop (0 : ℝ)] with b hb
  exact (offsetWeights_eq hC k hb).symm
```

The theorem has three parts, for fixed positive definite $C$ and any fixed $k$. `Tendsto … atTop (𝓝 …)` says that $w(b)\to w_\infty$ as $b\to\infty$. The second part says that the entries of $w_\infty$ sum to one. The third says that, for all energies $E$ and every constant $c$,
$$w_\infty\cdot(E+c\mathbf 1)=w_\infty\cdot E+c .$$

For the convergence, only the number $g$ depends on $b$. Dividing through by $b>0$,
$$\frac{b(1-T)}{1+bS}=\frac{1-T}{b^{-1}+S}\;\longrightarrow\;\frac{1-T}{S},$$
which is allowed because $S>0$. This is `hg`; multiplying by $u$ and adding $C^{-1}k$ gives $w_\infty$. The lines with `filter_upwards` restrict attention to positive or nonnegative $b$, which is enough for a limit at infinity. The sum is $T+\frac{1-T}{S}S=1$, and the third part follows from it by the rule for constant shifts.

For a kernel-based machine-learned potential that applies the limiting weights to total energies, this means that a change of the energy zero passes through the prediction exactly, provided that the kernel is held fixed and the offset is the same for every structure. That last condition is the step to check against real data. It fits structures with the same number of atoms of each element, whereas a changed reference energy per atom shifts structures of different sizes by different amounts.

## The best weights that sum to one

```lean
/-- For positive definite `C` on a nonempty training set, the limiting weights give a strictly
smaller value of `wᵀCw - 2wᵀk` than any other weights that sum to one. -/
theorem limitWeights_optimal [Nonempty n] {C : Matrix n n ℝ} (hC : C.PosDef) (k v : n → ℝ)
    (hv : ∑ i, v i = 1) (hne : v ≠ limitWeights C k) :
    limitWeights C k ⬝ᵥ (C *ᵥ limitWeights C k) - 2 * (limitWeights C k ⬝ᵥ k)
      < v ⬝ᵥ (C *ᵥ v) - 2 * (v ⬝ᵥ k) := by
  obtain ⟨d, rfl⟩ : ∃ d, v = limitWeights C k + d :=
    ⟨v - limitWeights C k, (add_sub_cancel _ _).symm⟩
  have hd : d ≠ 0 := fun h => hne (by rw [h, add_zero])
  have hd0 : ∑ i, d i = 0 := by
    simp only [Pi.add_apply, Finset.sum_add_distrib] at hv
    linarith [(unknown_offset_limit hC k).2.1]
  -- `C w - k` is constant, so it is orthogonal to the deviation `d`
  have hstat : d ⬝ᵥ (C *ᵥ limitWeights C k) = d ⬝ᵥ k := by
    rw [limitWeights, mulVec_add, mulVec_smul, mulVec_inv_mulVec hC, mulVec_inv_mulVec hC,
      dotProduct_add, dot_const, hd0, mul_zero, add_zero]
  have hT : Cᵀ = C := by
    ext i j
    simpa using hC.isHermitian.apply i j
  have hsymm : limitWeights C k ⬝ᵥ (C *ᵥ d) = d ⬝ᵥ (C *ᵥ limitWeights C k) := by
    rw [Matrix.dotProduct_mulVec, ← mulVec_transpose, hT, dotProduct_comm]
  have hpos := hC.dotProduct_mulVec_pos hd
  rw [star_trivial] at hpos
  simp only [mulVec_add, add_dotProduct, dotProduct_add]
  linarith

end

end UnknownEnergyOffset
```

Let $Q(w)=w^TCw-2w^Tk$. If the structure-dependent parts have mean zero and $C$ and $k$ are their actual covariances, with any noise included in $C$, then for weights that sum to one $Q$ is the expected squared prediction error up to a constant, since the offset cancels. The theorem says that $w_\infty$ gives a strictly smaller $Q$ than any other weights with sum one.

Write the competitor as $v=w_\infty+d$. Both sums are one, so $\sum_i d_i=0$. From the formula for the limit,
$$Cw_\infty-k=\frac{1-T}{S}\,\mathbf 1,$$
a constant vector, so $d^T(Cw_\infty-k)=0$; this is `hstat`. Expanding, and using the symmetry of $C$ (`hsymm`) to combine the cross terms,
$$Q(v)=Q(w_\infty)+2d^T(Cw_\infty-k)+d^TCd=Q(w_\infty)+d^TCd .$$
The last term is positive because $d\ne0$, which is `hpos`. With a single training structure the only admissible weight is $1$, and there is no competitor.

```lean
#print axioms UnknownEnergyOffset.finite_offset_shift
-- 'UnknownEnergyOffset.finite_offset_shift' depends on axioms: [propext, Classical.choice, Quot.sound]
#print axioms UnknownEnergyOffset.unknown_offset_limit
-- 'UnknownEnergyOffset.unknown_offset_limit' depends on axioms: [propext, Classical.choice, Quot.sound]
#print axioms UnknownEnergyOffset.limitWeights_optimal
-- 'UnknownEnergyOffset.limitWeights_optimal' depends on axioms: [propext, Classical.choice, Quot.sound]
```

## Two training energies in numbers

Take two training structures of the same composition, with
$$C=\begin{pmatrix}1&0.5\\0.5&1\end{pmatrix}\text{eV}^2,\qquad k=\begin{pmatrix}0.6\\0.3\end{pmatrix}\text{eV}^2,\qquad E=\begin{pmatrix}-10\\-9\end{pmatrix}\text{eV}.$$
Without an offset the weights are $C^{-1}k=(0.6,\,0)$, and the prediction is $-6$ eV, far above both training energies. The limiting weights are $(0.8,\,0.2)$, and they predict $-9.8$ eV. If the zero is moved by $10$ eV, the first prediction moves by $6$ eV and the second by $10$ eV. At $b=100\ \text{eV}^2$ the same move would be reproduced with an error of about $0.03$ eV.

A program does not need a large $b$ to obtain the limit. It factorises $C$ once, solves $Cu=\mathbf 1$ and $Cz=E$, and sets
$$m=\frac{\sum_i z_i}{\sum_i u_i},\qquad \alpha=z-m\,u .$$
Once the kernel vector $k$ of a new structure has been computed, its prediction takes one dot product and one addition, since rearranging $w_\infty\cdot E$ gives the prediction $m+k\cdot\alpha$. Here $m=-9.5$ eV and $k\cdot\alpha=-0.3$ eV. The fitted constant $m$ carries the energy zero, and $\alpha$ is unchanged when all training energies are shifted together.
